# A non-interacting half-filled chain on a finite k-mesh with all cos x > 0 dimerises exactly when its stiffness is below a critical value

My half-filled chain comes out undistorted on a coarse k-mesh, and I would have reported it as stable had I not refined the mesh. I minimise

$$E(d)=K d^2-\frac1N\sum_{i}\sqrt{\cos^2x_i+d^2\sin^2x_i}$$

over the dimerisation $d$, with stiffness $K$ and $N$ midpoint k-points $x_i$ on $[0,\pi/2]$. At $K=1$, four points give $d=0$ and eight points give a dimerised chain. I expected a Peierls distortion at every stiffness. Is the four-point answer a failure of my minimiser, or does the mesh really have a stable undistorted chain?

## The threshold is the mesh average of sin² x / (2 cos x)

Your minimiser is right both times. Each mesh that avoids the Fermi point $x=\pi/2$ has its own critical stiffness,

$$K_c=\frac1N\sum_i\frac{\sin^2x_i}{2\cos x_i},$$

and $d=0$ is optimal exactly when $K\ge K_c$. For midpoint meshes $K_c\approx0.82$ at $N=4$ and $K_c\approx1.05$ at $N=8$, so $K=1$ lies between them.

**Energy difference.** Write $c_i=\cos x_i>0$ and $\varepsilon_i(d)=\sqrt{c_i^2+d^2\sin^2x_i}$, so that $\varepsilon_i(0)=c_i$. Since $\varepsilon_i(d)^2-c_i^2=d^2\sin^2x_i$, dividing by $\varepsilon_i(d)+c_i>0$ gives

$$\varepsilon_i(d)-c_i=\frac{d^2\sin^2x_i}{\varepsilon_i(d)+c_i}.$$

Averaging over the mesh yields an identity with no expansion in $d$:

$$E(d)-E(0)=d^2\,[K-G(d)],\qquad G(d)=\frac1N\sum_i\frac{\sin^2x_i}{\varepsilon_i(d)+c_i}.$$

**Both sides of the threshold.** Because $\varepsilon_i(d)\ge c_i$, each denominator is at least $2c_i$, so $G(d)\le K_c$. If $K\ge K_c$, the bracket is never negative and $d=0$ is a global minimiser. If $K<K_c$, note that $G$ is continuous and $G(0)=K_c$. Hence $G(d)>K$ for some small $d>0$, and that distortion lowers the energy.

**A k-point at the Fermi point.** Suppose $\cos x_j=0$ for some $j$. Then $\sin^2x_j=1$ and this point contributes $|d|$ to the sum, while no other term falls below its value at $d=0$. For $d>0$,

$$E(d)-E(0)\le Kd^2-\frac dN.$$

Take $d=1/[N(|K|+2)]$, which lies in $(0,1)$. Then $d/N=d^2(|K|+2)$, and the right side equals $d^2(K-|K|-2)<0$. Such a mesh distorts at every stiffness, so no finite threshold survives if $\cos x_i>0$ is relaxed to $\cos x_i\ge0$.

**Refining the midpoint mesh.** Number the points from the Fermi point downwards, $x_i=\pi/2-(2i+1)\pi/(4N)$ with $i=0,\dots,N-1$. Then

$$c_i=\sin\frac{(2i+1)\pi}{4N}\le\frac{(2i+1)\pi}{4N}\le\frac{(i+1)\pi}{2N}.$$

Using $\sin^2x_i=1-c_i^2$ and $c_i\le1$,

$$\frac{\sin^2x_i}{2c_i}=\frac1{2c_i}-\frac{c_i}2\ge\frac{N}{\pi(i+1)}-\frac12.$$

The average is therefore bounded by

$$K_c\ge\frac1\pi\sum_{i=0}^{N-1}\frac1{i+1}-\frac12.$$

The harmonic sum diverges, so every fixed $K$ eventually falls below $K_c$. The growth is also no faster than logarithmic: $\sin t\ge2t/\pi$ on $[0,\pi/2]$ gives $c_i\ge(2i+1)/(2N)$, hence $K_c\le\sum_{i=0}^{N-1}1/(2i+1)$ (this upper bound is not in the Lean file). A stiff chain can therefore look stable over many refinements. For this non-interacting, one-parameter chain, an undistorted result on one midpoint mesh therefore does not show that the chain stays undistorted on finer ones.

## What the Lean statements say about the chain

A mesh is a function `x : Fin (n + 1) → ℝ`, so $N=n+1$ and the index runs from $0$ to $n$; an empty mesh is impossible. The points are arbitrary real numbers with equal weights. `energy K x d` is $E(d)$, `gain x d` is $G(d)$, `criticalStiffness x` is $K_c$, and `midpointMesh n` is the mesh above.

Physically, $d$ is the relative alternation of the hopping amplitudes, the square root is the magnitude of the band energy in units of its undistorted maximum, and the lower band is filled. The band term counts one electron per k-point, and $K$ is then the elastic energy per two-site cell divided by $d^2$, in the same units. With both spins filled the band term doubles, and $K$ is half of that elastic coefficient. It is a free real parameter, not derived from a lattice model.

The main theorem, `undistorted_optimal_iff`, assumes `∀ i, 0 < cos (x i)` and states that `energy K x 0 ≤ energy K x d` holds for all real `d` if and only if `criticalStiffness x ≤ K`. The hypothesis says that every k-point lies on the occupied side of the Fermi point of the undistorted chain. Below the threshold, `distorts_of_lt` supplies a favourable `d` with $0<d<1$, so the distortion found does not rely on unphysically large alternation.

`distorts_of_fermi_point` needs only one point with zero cosine and puts no condition on the others. In `fine_mesh_distorts`, the quantifier `∀ᶠ n : ℕ in atTop` means "for all $n$ from some value on", and that value may depend on $K$.

The theorems do not locate the optimal $d$ below the threshold or say how deep the minimum is. The model has no electron–electron interaction, temperature, lattice dynamics or anharmonic elastic term. The Peierls instability you expected belongs to the integral over $[0,\pi/2]$, where the gain per $d^2$ grows like $\ln(1/d)$ as $d\to0$; that continuum statement is background here, and the file treats finite meshes.

```lean
import Mathlib

open Real Filter Topology

namespace PeierlsMesh

noncomputable section

variable {n : ℕ}

/-- Energy per mesh point of a chain with stiffness `K` and dimerisation `d`: the elastic cost minus
the magnitude of the filled-band energy, averaged over the `n + 1` mesh points `x i`. -/
def energy (K : ℝ) (x : Fin (n + 1) → ℝ) (d : ℝ) : ℝ :=
  K * d ^ 2 - (∑ i, √(cos (x i) ^ 2 + d ^ 2 * sin (x i) ^ 2)) / (n + 1)

/-- Electronic energy gain per squared dimerisation, for meshes with all `cos (x i) > 0`. -/
def gain (x : Fin (n + 1) → ℝ) (d : ℝ) : ℝ :=
  (∑ i, sin (x i) ^ 2 / (√(cos (x i) ^ 2 + d ^ 2 * sin (x i) ^ 2) + cos (x i))) / (n + 1)

/-- Critical stiffness of a mesh: the average of `sin² x / (2 cos x)`, for meshes with all
`cos (x i) > 0`. -/
def criticalStiffness (x : Fin (n + 1) → ℝ) : ℝ :=
  (∑ i, sin (x i) ^ 2 / (2 * cos (x i))) / (n + 1)

/-- The uniform midpoint mesh of `n + 1` points on `[0, π/2]`, numbered from the Fermi point
`π/2` downwards. -/
def midpointMesh (n : ℕ) (i : Fin (n + 1)) : ℝ :=
  π / 2 - (2 * ((i : ℕ) : ℝ) + 1) * π / (4 * (n + 1))

/-- If all `cos (x i) > 0`, the energy change on dimerisation is exactly `d²` times the difference
`K - gain x d`. -/
theorem energy_sub (K : ℝ) (x : Fin (n + 1) → ℝ) (h : ∀ i, 0 < cos (x i)) (d : ℝ) :
    energy K x d - energy K x 0 = d ^ 2 * (K - gain x d) := by
  -- rationalise the difference of the two band energies
  have aux : ∀ r c y : ℝ, 0 < r + c → r ^ 2 = c ^ 2 + y → r - c = y / (r + c) := by
    intro r c y hp hr
    rw [eq_div_iff hp.ne']
    linear_combination hr
  have h0 : ∑ i, √(cos (x i) ^ 2 + (0 : ℝ) ^ 2 * sin (x i) ^ 2) = ∑ i, cos (x i) := by
    refine Finset.sum_congr rfl fun i _ => ?_
    rw [show cos (x i) ^ 2 + (0 : ℝ) ^ 2 * sin (x i) ^ 2 = cos (x i) ^ 2 by ring,
      Real.sqrt_sq (h i).le]
  have h1 : ∑ i, √(cos (x i) ^ 2 + d ^ 2 * sin (x i) ^ 2) - ∑ i, cos (x i) =
      d ^ 2 * ∑ i, sin (x i) ^ 2 /
        (√(cos (x i) ^ 2 + d ^ 2 * sin (x i) ^ 2) + cos (x i)) := by
    rw [← Finset.sum_sub_distrib, Finset.mul_sum]
    refine Finset.sum_congr rfl fun i _ => ?_
    exact (aux _ _ (d ^ 2 * sin (x i) ^ 2) (add_pos_of_nonneg_of_pos (Real.sqrt_nonneg _) (h i))
      (Real.sq_sqrt (by positivity))).trans (mul_div_assoc _ _ _)
  unfold energy gain
  rw [h0]
  linear_combination (-1 / ((n : ℝ) + 1)) * h1

/-- If all `cos (x i) > 0`, the electronic gain never exceeds the critical stiffness. -/
theorem gain_le (x : Fin (n + 1) → ℝ) (h : ∀ i, 0 < cos (x i)) (d : ℝ) :
    gain x d ≤ criticalStiffness x := by
  unfold gain criticalStiffness
  refine div_le_div_of_nonneg_right (Finset.sum_le_sum fun i _ => ?_) (by positivity)
  have hc : cos (x i) ≤ √(cos (x i) ^ 2 + d ^ 2 * sin (x i) ^ 2) :=
    (Real.le_sqrt' (h i)).2 (le_add_of_nonneg_right (by positivity))
  exact div_le_div_of_nonneg_left (sq_nonneg _) (by linarith [h i]) (by linarith)

/-- If all `cos (x i) > 0` and the stiffness is below the critical one, some dimerisation
`0 < d < 1` lowers the energy. -/
theorem distorts_of_lt (K : ℝ) (x : Fin (n + 1) → ℝ) (h : ∀ i, 0 < cos (x i))
    (hK : K < criticalStiffness x) :
    ∃ d, 0 < d ∧ d < 1 ∧ energy K x d < energy K x 0 := by
  have hc : Continuous (fun d => gain x d) := by
    unfold gain
    refine Continuous.div_const (continuous_finsetSum _ fun i _ =>
      Continuous.div continuous_const (by fun_prop) fun d => ?_) _
    exact (add_pos_of_nonneg_of_pos (Real.sqrt_nonneg _) (h i)).ne'
  have h0 : gain x 0 = criticalStiffness x := by
    unfold gain criticalStiffness
    congr 1
    refine Finset.sum_congr rfl fun i _ => ?_
    rw [show cos (x i) ^ 2 + (0 : ℝ) ^ 2 * sin (x i) ^ 2 = cos (x i) ^ 2 by ring,
      Real.sqrt_sq (h i).le, two_mul]
  -- by continuity the gain still beats the stiffness at small dimerisation
  have ev : ∀ᶠ d in 𝓝 (0 : ℝ), K < gain x d :=
    (hc.tendsto 0).eventually_const_lt (by rw [h0]; exact hK)
  obtain ⟨ε, hε, H⟩ := Metric.eventually_nhds_iff.1 ev
  have hd : 0 < min (ε / 2) (1 / 2) := lt_min (by linarith) (by norm_num)
  refine ⟨min (ε / 2) (1 / 2), hd, by linarith [min_le_right (ε / 2) (1 / 2 : ℝ)], ?_⟩
  have hg : K < gain x (min (ε / 2) (1 / 2)) := by
    apply H
    rw [Real.dist_eq, sub_zero, abs_of_pos hd]
    linarith [min_le_left (ε / 2) (1 / 2 : ℝ)]
  have hneg := mul_neg_of_pos_of_neg (pow_pos hd 2) (sub_neg.2 hg)
  linarith [energy_sub K x h (min (ε / 2) (1 / 2))]

/-- On a finite mesh with all `cos (x i) > 0`, the undistorted chain has the lowest energy among
all dimerisations exactly when the stiffness is at least the critical one. -/
theorem undistorted_optimal_iff (K : ℝ) (x : Fin (n + 1) → ℝ) (h : ∀ i, 0 < cos (x i)) :
    (∀ d, energy K x 0 ≤ energy K x d) ↔ criticalStiffness x ≤ K := by
  constructor
  · intro hopt
    by_contra hK
    obtain ⟨d, _, _, hd⟩ := distorts_of_lt K x h (not_le.1 hK)
    exact not_lt_of_ge (hopt d) hd
  · intro hK d
    have hpos := mul_nonneg (sq_nonneg d) (sub_nonneg.2 ((gain_le x h d).trans hK))
    linarith [energy_sub K x h d]

/-- If the mesh contains a point with `cos (x j) = 0`, then for every stiffness some dimerisation
`0 < d < 1` lowers the energy. -/
theorem distorts_of_fermi_point (K : ℝ) (x : Fin (n + 1) → ℝ) (j : Fin (n + 1))
    (hj : cos (x j) = 0) : ∃ d, 0 < d ∧ d < 1 ∧ energy K x d < energy K x 0 := by
  have hN : (1 : ℝ) ≤ (n : ℝ) + 1 := by linarith [Nat.cast_nonneg (α := ℝ) n]
  have hM : 1 < ((n : ℝ) + 1) * (|K| + 2) := by nlinarith [abs_nonneg K]
  obtain ⟨d, hd⟩ : ∃ d : ℝ, d = 1 / (((n : ℝ) + 1) * (|K| + 2)) := ⟨_, rfl⟩
  have hd0 : 0 < d := by rw [hd]; positivity
  have hd1 : d < 1 := by rw [hd, div_lt_one (by linarith)]; exact hM
  have hmul : d * (((n : ℝ) + 1) * (|K| + 2)) = 1 := by
    rw [hd]; exact div_mul_cancel₀ _ (by linarith)
  have hs : sin (x j) ^ 2 = 1 := by
    have := sin_sq_add_cos_sq (x j)
    rw [hj] at this
    linarith
  -- the Fermi point alone contributes a gain linear in `d`
  have hsum : ∑ i, √(cos (x i) ^ 2 + (0 : ℝ) ^ 2 * sin (x i) ^ 2) + d ≤
      ∑ i, √(cos (x i) ^ 2 + d ^ 2 * sin (x i) ^ 2) := by
    have hite : ∑ i : Fin (n + 1), (if i = j then d else 0) = d := by simp
    rw [← hite, ← Finset.sum_add_distrib, hite]
    refine Finset.sum_le_sum fun i _ => ?_
    by_cases hij : i = j
    · rw [hij, if_pos rfl, hj, hs]
      simp [Real.sqrt_sq hd0.le]
    · rw [if_neg hij, add_zero]
      apply Real.sqrt_le_sqrt
      linarith [mul_nonneg (sq_nonneg d) (sq_nonneg (sin (x i)))]
  refine ⟨d, hd0, hd1, ?_⟩
  have hdiv := div_le_div_of_nonneg_right hsum (by linarith : (0 : ℝ) ≤ (n : ℝ) + 1)
  rw [add_div] at hdiv
  have hdN : d / ((n : ℝ) + 1) = d ^ 2 * (|K| + 2) := by
    rw [div_eq_iff (by linarith)]
    linear_combination (-d) * hmul
  have hlt := mul_lt_mul_of_pos_left (by linarith [le_abs_self K] : K < |K| + 2) (pow_pos hd0 2)
  unfold energy
  linarith

/-- Every point of the midpoint mesh has positive cosine. -/
theorem cos_midpointMesh_pos (n : ℕ) (i : Fin (n + 1)) : 0 < cos (midpointMesh n i) := by
  have hi : ((i : ℕ) : ℝ) + 1 ≤ (n : ℝ) + 1 := by exact_mod_cast i.isLt
  unfold midpointMesh
  rw [cos_pi_div_two_sub]
  apply sin_pos_of_pos_of_lt_pi (by positivity)
  rw [div_lt_iff₀ (by positivity)]
  have h : 2 * ((i : ℕ) : ℝ) + 1 < 4 * ((n : ℝ) + 1) := by
    linarith [Nat.cast_nonneg (α := ℝ) n]
  linarith [mul_lt_mul_of_pos_right h pi_pos]

/-- The critical stiffness of the midpoint mesh is at least a harmonic sum over the mesh points
divided by `π`, minus one half. -/
theorem harmonic_le_criticalStiffness (n : ℕ) :
    (∑ i ∈ Finset.range (n + 1), 1 / ((i : ℝ) + 1)) / π - 1 / 2 ≤
      criticalStiffness (midpointMesh n) := by
  have hpi := pi_pos
  unfold criticalStiffness
  rw [le_div_iff₀ (by positivity), Finset.sum_range]
  calc _ = ∑ i : Fin (n + 1), (((n : ℝ) + 1) / π * (1 / (((i : ℕ) : ℝ) + 1)) - 1 / 2) := by
        rw [Finset.sum_sub_distrib, ← Finset.mul_sum]
        simp only [Finset.sum_const, Finset.card_univ, Fintype.card_fin, nsmul_eq_mul]
        push_cast
        ring
    _ ≤ _ := by
        refine Finset.sum_le_sum fun i _ => ?_
        have hc := cos_midpointMesh_pos n i
        -- bound the cosine by the distance to the Fermi point, rounded up to `(i + 1) π / (2 (n + 1))`
        have hb : cos (midpointMesh n i) ≤ (((i : ℕ) : ℝ) + 1) * π / (2 * (n + 1)) := by
          unfold midpointMesh
          rw [cos_pi_div_two_sub]
          refine (sin_le (by positivity)).trans ?_
          rw [div_le_div_iff₀ (by positivity) (by positivity)]
          have : 0 ≤ π * ((n : ℝ) + 1) := by positivity
          nlinarith
        have h1 := one_div_le_one_div_of_le (by linarith : 0 < 2 * cos (midpointMesh n i))
          (mul_le_mul_of_nonneg_left hb (by norm_num : (0 : ℝ) ≤ 2))
        have h2 : 1 / (2 * ((((i : ℕ) : ℝ) + 1) * π / (2 * (n + 1)))) =
            ((n : ℝ) + 1) / π * (1 / (((i : ℕ) : ℝ) + 1)) := by
          field_simp
        have h3 : sin (midpointMesh n i) ^ 2 / (2 * cos (midpointMesh n i)) =
            1 / (2 * cos (midpointMesh n i)) - cos (midpointMesh n i) / 2 := by
          rw [sin_sq, div_eq_iff (by linarith), sub_mul,
            div_mul_cancel₀ _ (by linarith : 2 * cos (midpointMesh n i) ≠ 0)]
          ring
        rw [h3]
        linarith [cos_le_one (midpointMesh n i)]

/-- For every stiffness, all sufficiently fine midpoint meshes admit a dimerisation `0 < d < 1`
that lowers the energy. -/
theorem fine_mesh_distorts (K : ℝ) :
    ∀ᶠ n : ℕ in atTop, ∃ d, 0 < d ∧ d < 1 ∧
      energy K (midpointMesh n) d < energy K (midpointMesh n) 0 := by
  -- the harmonic series drives the critical stiffness to infinity
  have h := Real.tendsto_sum_range_one_div_nat_succ_atTop.comp (tendsto_add_atTop_nat 1)
  have h2 := tendsto_atTop_add_const_right atTop (-(1 / 2 : ℝ)) (h.atTop_div_const pi_pos)
  have h3 : Tendsto (fun n => criticalStiffness (midpointMesh n)) atTop atTop := by
    refine tendsto_atTop_mono (fun n => ?_) h2
    have hn := harmonic_le_criticalStiffness n
    rw [sub_eq_add_neg] at hn
    exact hn
  filter_upwards [h3.eventually_gt_atTop K] with n hn
  exact distorts_of_lt K _ (cos_midpointMesh_pos n) hn

end

end PeierlsMesh
```

```lean
#print axioms PeierlsMesh.undistorted_optimal_iff
#print axioms PeierlsMesh.distorts_of_fermi_point
#print axioms PeierlsMesh.fine_mesh_distorts
```

```
'PeierlsMesh.undistorted_optimal_iff' depends on axioms: [propext, Classical.choice, Quot.sound]
'PeierlsMesh.distorts_of_fermi_point' depends on axioms: [propext, Classical.choice, Quot.sound]
'PeierlsMesh.fine_mesh_distorts' depends on axioms: [propext, Classical.choice, Quot.sound]
```

## From the square root to the harmonic series

`energy_sub` proves the energy identity. Its local statement `aux` is the rationalisation of one square root, `h0` evaluates the undistorted band sum as $\sum_i c_i$, and `h1` sums the rationalised differences. The closing `linear_combination` divides by the number of points and restores the elastic term.

`gain_le` compares $G(d)$ with $K_c$ term by term: `hc` is the inequality $c_i\le\varepsilon_i(d)$, and a larger denominator gives a smaller fraction.

`distorts_of_lt` first establishes continuity of the gain, where positive cosines keep the denominators away from zero, and then its value at $d=0$. The statement `ev` says that the gain exceeds $K$ near zero. From a neighbourhood of radius $\varepsilon$ the proof picks $d=\min(\varepsilon/2,1/2)$, which is positive, below 1 and inside the neighbourhood. The energy identity then gives the negative energy change.

`undistorted_optimal_iff` combines these results. If $d=0$ is optimal but $K<K_c$, the previous theorem produces a contradiction. Conversely, $K\ge K_c\ge G(d)$ makes $d^2[K-G(d)]$ nonnegative.

`distorts_of_fermi_point` uses the explicit $d$ from the derivation. In `hsum`, the extra amount $d$ is written as a sum that is nonzero only at $i=j$, which allows a term-by-term comparison of the two band sums. `hdN` is the equality $d/N=d^2(|K|+2)$, and `hlt` compares it with the elastic cost.

For the midpoint mesh, `cos_midpointMesh_pos` rewrites the cosine as a sine whose argument lies between $0$ and $\pi$. In `harmonic_le_criticalStiffness`, `hb` bounds the cosine by $(i+1)\pi/(2N)$, `h1` and `h2` turn this into a lower bound on $1/(2c_i)$, and `h3` splits $\sin^2x_i/(2c_i)$ as above. Finally, `fine_mesh_distorts` takes the divergence of the harmonic series from Mathlib, transfers it to $K_c$ by comparison, and applies `distorts_of_lt` to every mesh whose threshold exceeds $K$.
